# A tetragonal ligand field of ranks two and four is unchanged by cycling x, y, z exactly when A20 = 0 and A44 = √(5/14) A40

The ligand field is taken here as a real polynomial in the Cartesian coordinates of one electron, not as a matrix acting on d orbitals. Symmetry then means equality of two polynomial values at every point of space, and the octahedral ratio of the coefficients follows from algebra alone. The coefficients A20, A40 and A44 multiply r² C₂₀, r⁴ C₄₀ and r⁴ (C₄₄ + C₄,₋₄), with the harmonics C in Racah's normalisation; the number √(5/14) belongs to this convention.

## The field around an ion with a fourfold axis

Place the metal ion at the origin, the fourfold axis along z and the x axis in a vertical mirror plane. Write r² = x² + y² + z². Apart from a constant, which shifts all d levels equally, a d shell sees only the even ranks two and four of the field. Three solid harmonics remain:

r² C₂₀ = (3z² − r²)/2

r⁴ C₄₀ = (35z⁴ − 30z²r² + 3r⁴)/8

r⁴ (C₄₄ + C₄,₋₄) = (√70/8) Re((x + iy)⁴)

The field V is their sum with real coefficients A20, A40 and A44, which do not depend on r. In Lean the harmonics are `solidC20`, `solidC40` and `solidC44`, and V is `ligandField`.

In an octahedral site with its six ligands on the x, y and z axes, the body diagonal is a threefold axis as well, and a rotation by 120° about it permutes x, y, z cyclically. The theorem `cyclic_invariant_iff` says that, for real A20, A40 and A44,

V(x, y, z) = V(y, z, x) for all real x, y, z

holds if and only if

A20 = 0 and A44 = √(5/14) A40.

The sign of the ratio belongs to this choice of axes: turning x and y by 45° about z reverses the fourfold term.

The same ratio appears without the rank-two term in `quarticForm_cyclic_iff`. The quartic

35z⁴ − 30z²r² + 3r⁴ + t √70 Re((x + iy)⁴)

is cyclically invariant if and only if t = √(5/14). It is eight times the field with A20 = 0, A40 = 1 and A44 = t.

In ligand-field multiplet simulations of X-ray absorption by 3d transition-metal ions, this ratio lets a single parameter describe the octahedral one-electron field acting on the d shell; electron repulsion, spin–orbit coupling and covalency are not part of the present model.

## Two distances fix two coefficients

Expanding the fourth power gives

Re((x + iy)⁴) = x⁴ − 6x²y² + y⁴.

Suppose V is cyclically invariant. At (0, 0, d) the three harmonics have the values d², d⁴ and 0. The cycled point is (0, d, 0), where they are −d²/2, 3d⁴/8 and √70 d⁴/8. Equating the two values of V gives

(3/2) A20 d² + (1/8)(5 A40 − √70 A44) d⁴ = 0.

Call the two coefficients P = (3/2) A20 and Q = (5 A40 − √70 A44)/8. The distances d = 1 and d = 2 give

P + Q = 0 and 4P + 16Q = 0.

Four times the first equation subtracted from the second leaves 12Q = 0, so Q = 0 and P = 0. Hence A20 = 0 and √70 A44 = 5 A40. Since

√70 · √(5/14) = √25 = 5,

division by √70 gives A44 = √(5/14) A40.

## The symmetric quartic

For the converse, insert the two conditions and write A for A40. The fourfold term becomes (5A/8)(x⁴ − 6x²y² + y⁴). With

S = x⁴ + y⁴ + z⁴ and M = x²y² + y²z² + z²x²,

the axial polynomial expands to

35z⁴ − 30z²r² + 3r⁴ = 3x⁴ + 3y⁴ + 8z⁴ + 6x²y² − 24y²z² − 24z²x².

Adding 5x⁴ − 30x²y² + 5y⁴ turns this into 8S − 24M. Therefore V = A(S − 3M), and because r⁴ = S + 2M,

V = A((5/2)(x⁴ + y⁴ + z⁴) − (3/2) r⁴).

This expression does not distinguish the coordinates, so it is cyclically invariant. It also contains only even powers, so it is unchanged when the axes are permuted in any way and any of them are reversed. These signed permutations form the full octahedral group, and `octahedral_invariance` states the invariance for all of them.

## Highest and lowest directions

Read V as the potential energy of the electron and take A > 0. This is the case of six equal negative point charges on the coordinate axes, all at the same distance from the ion: at a given r, the energy is highest along those axes. Substituting S = r⁴ − 2M gives

V = A r⁴ − 5A M.

Since M is a sum of squares, V ≤ A r⁴. Equality requires xy = yz = zx = 0, which describes the coordinate axes. For the other bound,

V = −(2/3) A r⁴ + (5/6) A ((x² − y²)² + (y² − z²)² + (z² − x²)²),

so V ≥ −(2/3) A r⁴. Equality requires x² = y² = z², which describes the body diagonals. At the origin both bounds are zero and both are attained.

## The case A40 = 0

If the axial rank-four coefficient vanishes, the criterion leaves only A20 = A44 = 0. No nonzero combination of the rank-two term and the fourfold term alone is cyclically invariant.

## What the Lean statements fix

All coordinates and coefficients are real numbers; complex numbers enter only through the real part of (x + iy)⁴. The invariance hypothesis ranges over all of space, and the derivation uses two different radii. Two radii are a convenience of this proof: invariance on a single sphere would already imply the same conditions, because the rank-two and rank-four parts are linearly independent there, but that version is not proved here. Averaging over a radial d function multiplies both rank-four terms by the same factor, so their ratio survives.

In `octahedral_invariance`, the point is `v`, the permutation is `σ`, and the hypothesis `hs` makes each `s i` equal to 1 or −1. The new coordinate with index i is `s i * v (σ i)`, with indices 0, 1, 2 standing for x, y, z. The theorems `octahedral_upper` and `octahedral_lower` assume `0 < A`, whereas the symmetry criterion allows either sign of A40. Orbital energies, level splittings and spectra are not computed.

```lean
import Mathlib

namespace OctahedralLigandField

noncomputable section

/-- The rank-two axial solid harmonic `r² C₂₀`. -/
def solidC20 (x y z : ℝ) : ℝ := (3 * z ^ 2 - (x ^ 2 + y ^ 2 + z ^ 2)) / 2

/-- The rank-four axial solid harmonic `r⁴ C₄₀`. -/
def solidC40 (x y z : ℝ) : ℝ :=
  (35 * z ^ 4 - 30 * z ^ 2 * (x ^ 2 + y ^ 2 + z ^ 2) + 3 * (x ^ 2 + y ^ 2 + z ^ 2) ^ 2) / 8

/-- The fourfold solid harmonic `r⁴ (C₄₄ + C₄,₋₄)`. -/
def solidC44 (x y z : ℝ) : ℝ :=
  Real.sqrt 70 / 8 * (((x : ℂ) + (y : ℂ) * Complex.I) ^ 4).re + 0 * z

/-- The tetragonal ligand field with coefficients `A20`, `A40` and `A44`. -/
def ligandField (A20 A40 A44 x y z : ℝ) : ℝ :=
  A20 * solidC20 x y z + A40 * solidC40 x y z + A44 * solidC44 x y z

/-- The quartic form in which `t` weighs the fourfold term against the axial term. -/
def quarticForm (t x y z : ℝ) : ℝ :=
  35 * z ^ 4 - 30 * z ^ 2 * (x ^ 2 + y ^ 2 + z ^ 2) + 3 * (x ^ 2 + y ^ 2 + z ^ 2) ^ 2
    + t * Real.sqrt 70 * (((x : ℂ) + (y : ℂ) * Complex.I) ^ 4).re

/-- The real part of `(x + iy)⁴` as a polynomial in the coordinates. -/
theorem re_fourfold (x y : ℝ) :
    (((x : ℂ) + (y : ℂ) * Complex.I) ^ 4).re = x ^ 4 - 6 * x ^ 2 * y ^ 2 + y ^ 4 := by
  have h : ((x : ℂ) + (y : ℂ) * Complex.I) ^ 4
      = ((x ^ 4 - 6 * x ^ 2 * y ^ 2 + y ^ 4 : ℝ) : ℂ)
        + ((4 * x ^ 3 * y - 4 * x * y ^ 3 : ℝ) : ℂ) * Complex.I := by
    push_cast
    linear_combination (6 * (x : ℂ) ^ 2 * (y : ℂ) ^ 2 + 4 * (x : ℂ) * (y : ℂ) ^ 3 * Complex.I
      + (y : ℂ) ^ 4 * (Complex.I ^ 2 - 1)) * Complex.I_sq
  rw [h]
  simp only [Complex.add_re, Complex.re_ofReal_mul, Complex.ofReal_re, Complex.I_re,
    mul_zero, add_zero]

/-- The product of the normalisation `√70` and the ratio `√(5/14)` is five. -/
theorem sqrt_ratio : Real.sqrt 70 * Real.sqrt (5 / 14) = 5 := by
  rw [← Real.sqrt_mul (by norm_num), show (70 : ℝ) * (5 / 14) = 5 ^ 2 by norm_num,
    Real.sqrt_sq (by norm_num)]

/-- With `A20 = 0` and `A44 = √(5/14) A40` the ligand field is a symmetric quartic
in the three coordinates. -/
theorem cubic_form (A x y z : ℝ) :
    ligandField 0 A (Real.sqrt (5 / 14) * A) x y z
      = A * (5 / 2 * (x ^ 4 + y ^ 4 + z ^ 4) - 3 / 2 * (x ^ 2 + y ^ 2 + z ^ 2) ^ 2) := by
  simp only [ligandField, solidC20, solidC40, solidC44, re_fourfold]
  linear_combination (A * (x ^ 4 - 6 * x ^ 2 * y ^ 2 + y ^ 4) / 8) * sqrt_ratio

/-- A tetragonal ligand field is invariant under cyclic permutation of the axes if and only if
its rank-two part vanishes and `A44 = √(5/14) A40`. -/
theorem cyclic_invariant_iff (A20 A40 A44 : ℝ) :
    (∀ x y z : ℝ, ligandField A20 A40 A44 x y z = ligandField A20 A40 A44 y z x)
      ↔ A20 = 0 ∧ A44 = Real.sqrt (5 / 14) * A40 := by
  constructor
  · intro h
    -- compare the z and y axes at two distances, which separates the two ranks
    have h1 := h 0 0 1
    have h2 := h 0 0 2
    simp only [ligandField, solidC20, solidC40, solidC44, re_fourfold] at h1 h2
    have hA : A20 = 0 := by linarith
    have hc : Real.sqrt 70 * A44 = 5 * A40 := by linarith
    have h70 : Real.sqrt 70 ≠ 0 := (Real.sqrt_pos.2 (by norm_num)).ne'
    refine ⟨hA, mul_left_cancel₀ h70 ?_⟩
    linear_combination hc - A40 * sqrt_ratio
  · rintro ⟨rfl, rfl⟩ x y z
    rw [cubic_form, cubic_form]
    ring

/-- The quartic form is invariant under cyclic permutation of `x, y, z` if and only if
`t = √(5/14)`. -/
theorem quarticForm_cyclic_iff (t : ℝ) :
    (∀ x y z : ℝ, quarticForm t x y z = quarticForm t y z x) ↔ t = Real.sqrt (5 / 14) := by
  have key : ∀ x y z : ℝ, quarticForm t x y z = 8 * ligandField 0 1 t x y z := by
    intro x y z
    simp only [quarticForm, ligandField, solidC20, solidC40, solidC44]
    ring
  constructor
  · intro h
    have h' := (cyclic_invariant_iff 0 1 t).1
      (fun x y z => by linarith [h x y z, key x y z, key y z x])
    linarith [h'.2]
  · intro ht x y z
    have h' := (cyclic_invariant_iff 0 1 t).2 ⟨rfl, by rw [ht, mul_one]⟩ x y z
    linarith [key x y z, key y z x]

/-- With `A20 = 0` and `A44 = √(5/14) A40` the ligand field is unchanged by every permutation
of the axes combined with any choice of reflections `s i = ±1`. -/
theorem octahedral_invariance (A : ℝ) (σ : Equiv.Perm (Fin 3)) (s v : Fin 3 → ℝ)
    (hs : ∀ i, s i = 1 ∨ s i = -1) :
    ligandField 0 A (Real.sqrt (5 / 14) * A)
        (s 0 * v (σ 0)) (s 1 * v (σ 1)) (s 2 * v (σ 2))
      = ligandField 0 A (Real.sqrt (5 / 14) * A) (v 0) (v 1) (v 2) := by
  -- even powers do not see the signs, and full sums do not see the permutation
  have sq : ∀ i, (s i * v (σ i)) ^ 2 = v (σ i) ^ 2 := by
    intro i
    rcases hs i with h | h <;> rw [h] <;> ring
  have qu : ∀ i, (s i * v (σ i)) ^ 4 = v (σ i) ^ 4 := by
    intro i
    rcases hs i with h | h <;> rw [h] <;> ring
  have e2 := Equiv.sum_comp σ (fun i => v i ^ 2)
  have e4 := Equiv.sum_comp σ (fun i => v i ^ 4)
  simp only [Fin.sum_univ_three] at e2 e4
  rw [cubic_form, cubic_form, sq 0, sq 1, sq 2, qu 0, qu 1, qu 2, e2, e4]

/-- For `A > 0` the octahedral field is at most `A r⁴`, with equality exactly on the
coordinate axes. -/
theorem octahedral_upper (A x y z : ℝ) (hA : 0 < A) :
    ligandField 0 A (Real.sqrt (5 / 14) * A) x y z ≤ A * (x ^ 2 + y ^ 2 + z ^ 2) ^ 2 ∧
    (ligandField 0 A (Real.sqrt (5 / 14) * A) x y z = A * (x ^ 2 + y ^ 2 + z ^ 2) ^ 2
      ↔ x * y = 0 ∧ y * z = 0 ∧ z * x = 0) := by
  have e : ligandField 0 A (Real.sqrt (5 / 14) * A) x y z
      = A * (x ^ 2 + y ^ 2 + z ^ 2) ^ 2
        - 5 * (A * ((x * y) ^ 2 + (y * z) ^ 2 + (z * x) ^ 2)) := by
    rw [cubic_form]
    ring
  have hp : 0 ≤ A * ((x * y) ^ 2 + (y * z) ^ 2 + (z * x) ^ 2) := by positivity
  rw [e]
  refine ⟨by linarith, ?_, ?_⟩
  · intro h
    have h0 : A * ((x * y) ^ 2 + (y * z) ^ 2 + (z * x) ^ 2) = 0 := by linarith
    have hz := (mul_eq_zero.1 h0).resolve_left hA.ne'
    have a := sq_nonneg (x * y)
    have b := sq_nonneg (y * z)
    have c := sq_nonneg (z * x)
    exact ⟨(pow_eq_zero_iff two_ne_zero).1 (by linarith),
      (pow_eq_zero_iff two_ne_zero).1 (by linarith),
      (pow_eq_zero_iff two_ne_zero).1 (by linarith)⟩
  · rintro ⟨h1, h2, h3⟩
    rw [h1, h2, h3]
    ring

/-- For `A > 0` the octahedral field is at least `-(2/3) A r⁴`, with equality exactly on the
body diagonals `x² = y² = z²`. -/
theorem octahedral_lower (A x y z : ℝ) (hA : 0 < A) :
    -(2 / 3) * A * (x ^ 2 + y ^ 2 + z ^ 2) ^ 2
      ≤ ligandField 0 A (Real.sqrt (5 / 14) * A) x y z ∧
    (ligandField 0 A (Real.sqrt (5 / 14) * A) x y z
        = -(2 / 3) * A * (x ^ 2 + y ^ 2 + z ^ 2) ^ 2
      ↔ x ^ 2 = y ^ 2 ∧ y ^ 2 = z ^ 2) := by
  have e : ligandField 0 A (Real.sqrt (5 / 14) * A) x y z
      = -(2 / 3) * A * (x ^ 2 + y ^ 2 + z ^ 2) ^ 2 + 5 / 6 *
        (A * ((x ^ 2 - y ^ 2) ^ 2 + (y ^ 2 - z ^ 2) ^ 2 + (z ^ 2 - x ^ 2) ^ 2)) := by
    rw [cubic_form]
    ring
  have hp : 0 ≤ A * ((x ^ 2 - y ^ 2) ^ 2 + (y ^ 2 - z ^ 2) ^ 2 + (z ^ 2 - x ^ 2) ^ 2) := by
    positivity
  rw [e]
  refine ⟨by linarith, ?_, ?_⟩
  · intro h
    have h0 : A * ((x ^ 2 - y ^ 2) ^ 2 + (y ^ 2 - z ^ 2) ^ 2 + (z ^ 2 - x ^ 2) ^ 2) = 0 := by
      linarith
    have hz := (mul_eq_zero.1 h0).resolve_left hA.ne'
    have a := sq_nonneg (x ^ 2 - y ^ 2)
    have b := sq_nonneg (y ^ 2 - z ^ 2)
    have c := sq_nonneg (z ^ 2 - x ^ 2)
    exact ⟨sub_eq_zero.1 ((pow_eq_zero_iff two_ne_zero).1 (by linarith)),
      sub_eq_zero.1 ((pow_eq_zero_iff two_ne_zero).1 (by linarith))⟩
  · rintro ⟨h1, h2⟩
    rw [h1, h2]
    ring

end

end OctahedralLigandField
```

```lean
#print axioms OctahedralLigandField.cyclic_invariant_iff
#print axioms OctahedralLigandField.quarticForm_cyclic_iff
#print axioms OctahedralLigandField.octahedral_upper
#print axioms OctahedralLigandField.octahedral_lower
```

```
'OctahedralLigandField.cyclic_invariant_iff' depends on axioms: [propext, Classical.choice, Quot.sound]
'OctahedralLigandField.quarticForm_cyclic_iff' depends on axioms: [propext, Classical.choice, Quot.sound]
'OctahedralLigandField.octahedral_upper' depends on axioms: [propext, Classical.choice, Quot.sound]
'OctahedralLigandField.octahedral_lower' depends on axioms: [propext, Classical.choice, Quot.sound]
```

## From the polynomial identities to the equivalence

The lemma `re_fourfold` writes the fourth power as a real polynomial plus another real polynomial times i, using i² = −1, and then takes the real part. The lemma `sqrt_ratio` combines the two roots into √25. With these, `cubic_form` proves the symmetric expression for V: `linear_combination` adds the right multiple of `sqrt_ratio`, and what remains is a polynomial identity.

In `cyclic_invariant_iff`, the facts `h1` and `h2` are the invariance at distances 1 and 2. From them `linarith` derives A20 = 0 and √70 A44 = 5 A40, treating the product √70 A44 as one unknown. The factor √70 is then cancelled, which is allowed because it is positive. The converse rewrites both sides by `cubic_form` and leaves the comparison to `ring`.

The proof of `quarticForm_cyclic_iff` first establishes the factor of eight in `key`, then carries the criterion over in both directions.

## Signs, permutations and squares

For `octahedral_invariance`, `sq` and `qu` show that second and fourth powers ignore the signs. `Equiv.sum_comp` then says that a sum over all three coordinates is unchanged by permuting them, which is all that the symmetric form of V needs.

Both bounds begin with an identity `e`, the corresponding expression for V derived above. `positivity` shows that the term with the squares is nonnegative, which gives the inequality. If equality holds, that term is zero; dividing out A > 0 leaves a vanishing sum of squares, so each square vanishes. Conversely, substituting the conditions for the axes or the diagonals makes the term zero.
